# Exact polar Gaunt integrals from n Gauss nodes for degree sums below 2n

Put one node at $t=0$ and give it weight 2. The resulting rule $2p(0)$ integrates $p(t)=\alpha+\beta t$ exactly over $[-1,1]$, although a single value cannot determine a line: the term it misses, $\beta t$, integrates to zero. For $t^2$ the rule gives 0, while the integral is $2/3$.

For $n$ real nodes $x_i$, $i=0,\dots,n-1$, define

$$w_x(t)=\prod_i(t-x_i),\qquad \ell_i(t)=\prod_{j\ne i}\frac{t-x_j}{x_i-x_j},$$

$$I(p)=\int_{-1}^1p(t)\,dt,\qquad Q(p)=\sum_i I(\ell_i)\,p(x_i).$$

In the code, `angInt` is $I$, a linear functional on real polynomials, and `nodePoly x` is $w_x$.

In Lean 4 with Mathlib:

```lean
import Mathlib

open Polynomial

namespace GauntQuadrature

noncomputable section

/-- The integral of a real polynomial over `[-1, 1]`, as a linear functional. -/
def angInt : ℝ[X] →ₗ[ℝ] ℝ where
  toFun p := ∫ t in (-1 : ℝ)..1, p.eval t
  map_add' p q := by
    simp only [eval_add]
    exact intervalIntegral.integral_add (p.continuous.intervalIntegrable _ _)
      (q.continuous.intervalIntegrable _ _)
  map_smul' c p := by
    simp only [eval_smul, smul_eq_mul, RingHom.id_apply]
    exact intervalIntegral.integral_const_mul c _

/-- The nodal polynomial `w(t) = ∏ (t - x i)`. -/
abbrev nodePoly {n : ℕ} (x : Fin n → ℝ) : ℝ[X] := Lagrange.nodal Finset.univ x
```

The weights $I(\ell_i)$ are `weight x i`, and `quad x` is $Q$.

```lean
/-- The quadrature weight of a node: the integral of its Lagrange basis polynomial. -/
def weight {n : ℕ} (x : Fin n → ℝ) (i : Fin n) : ℝ :=
  angInt (Lagrange.basis Finset.univ x i)

/-- The quadrature sum of a polynomial over the nodes. -/
def quad {n : ℕ} (x : Fin n → ℝ) (p : ℝ[X]) : ℝ := ∑ i, weight x i * p.eval (x i)
```

The predicate `OrthogonalNodes x` says that $I(w_xq)=0$ whenever $\deg q<n$.

```lean
/-- The nodal polynomial is orthogonal on `[-1, 1]` to all polynomials of degree below `n`. -/
def OrthogonalNodes {n : ℕ} (x : Fin n → ℝ) : Prop :=
  ∀ q : ℝ[X], q.degree < (n : WithBot ℕ) → angInt (nodePoly x * q) = 0
```

Since $w_x$ vanishes at every node, $Q(w_xq+r)=Q(r)$, whatever the nodes are.

```lean
/-- A multiple of the nodal polynomial does not contribute to the quadrature sum. -/
theorem quad_nodePoly_mul_add {n : ℕ} (x : Fin n → ℝ) (q r : ℝ[X]) :
    quad x (nodePoly x * q + r) = quad x r := by
  unfold quad
  refine Finset.sum_congr rfl fun i _ => ?_
  have h : (nodePoly x).eval (x i) = 0 := Lagrange.eval_nodal_at_node (Finset.mem_univ i)
  rw [eval_add, eval_mul, h, zero_mul, zero_add]
```

## Distinct nodes make interpolation possible

Distinctness, `hx`, means that the polynomial is sampled at $n$ different points; those in $[-1,1]$ correspond to polar angles through $t=\cos\theta$. If $\deg p<n$, then $p=\sum_i p(x_i)\ell_i$, and integrating term by term gives $I(p)=Q(p)$. The proof takes the same identity from `Lagrange.eq_interpolate` and applies linearity.

```lean
/-- For any distinct nodes the rule is exact for polynomials of degree below `n`. -/
theorem quad_exact_of_degree_lt {n : ℕ} {x : Fin n → ℝ} (hx : Function.Injective x)
    {p : ℝ[X]} (hp : p.degree < (n : WithBot ℕ)) : quad x p = angInt p := by
  have h := Lagrange.eq_interpolate (s := Finset.univ) (v := x) (f := p) hx.injOn
    (by simpa using hp)
  rw [Lagrange.interpolate_apply] at h
  conv_rhs => rw [h]
  rw [map_sum]
  unfold quad
  refine Finset.sum_congr rfl fun i _ => ?_
  rw [← smul_eq_C_mul, map_smul, smul_eq_mul]
  exact mul_comm _ _
```

If two nodes coincide, $\ell_i$ has a zero denominator and this step fails. In the main theorem `hx` is a convenience, since orthogonality already excludes a double root: if $w_x=(t-a)^2g$, then $I(w_xg)=I((t-a)^2g^2)>0$ although $\deg g<n$.

## Orthogonality doubles the range of degrees

Orthogonality, `ho`, says that the part of the integrand invisible at the nodes also has zero integral. For $\deg p<2n$, divide: $p=w_xq+r$ with $\deg r<n$. If $q\neq0$, then $n+\deg q=\deg(p-r)<2n$, so $\deg q<n$. Hence

$$I(p)=I(w_xq)+I(r)=I(r)=Q(r)=Q(p).$$

The bound $2n$ is sharp. A nonzero polynomial has finitely many roots, so its square has a positive integral.

```lean
/-- The square of a nonzero polynomial has a positive integral over `[-1, 1]`. -/
theorem angInt_sq_pos {p : ℝ[X]} (hp : p ≠ 0) : 0 < angInt (p ^ 2) := by
  change 0 < ∫ t in (-1 : ℝ)..1, (p ^ 2).eval t
  refine intervalIntegral.integral_pos (by norm_num) (p ^ 2).continuous.continuousOn
    (fun t _ => by rw [eval_pow]; positivity) ?_
  -- otherwise every point of the interval would be a root
  by_contra hcon
  refine hp (eq_zero_of_infinite_isRoot p
    ((Set.Icc_infinite (by norm_num : (-1 : ℝ) < 1)).mono fun c hc => ?_))
  have h1 : (p ^ 2).eval c ≤ 0 := not_lt.1 fun h => hcon ⟨c, hc, h⟩
  rw [eval_pow] at h1
  exact (pow_eq_zero_iff two_ne_zero).1 (le_antisymm h1 (sq_nonneg _))
```

Thus $I(w_x^2)>0$, while $Q(w_x^2)=0$. The first half of the next proof is the division argument, with `omega` doing the degree count; the second half is this comparison.

```lean
/-- Gauss quadrature: if the nodal polynomial `w` of `n` distinct nodes is orthogonal to all
polynomials of degree below `n`, the rule is exact below degree `2n` and fails for `w ^ 2`. -/
theorem gauss_quadrature {n : ℕ} {x : Fin n → ℝ} (hx : Function.Injective x)
    (ho : OrthogonalNodes x) :
    (∀ p : ℝ[X], p.natDegree < 2 * n → quad x p = angInt p) ∧
      quad x (nodePoly x ^ 2) ≠ angInt (nodePoly x ^ 2) := by
  have hw : nodePoly x ≠ 0 := Lagrange.nodal_ne_zero
  have hd : (nodePoly x).degree = (n : WithBot ℕ) := by simp [Lagrange.degree_nodal]
  have hnd : (nodePoly x).natDegree = n := natDegree_eq_of_degree_eq_some hd
  constructor
  · intro p hp
    -- divide by the nodal polynomial
    obtain ⟨q, r, rfl, hr⟩ : ∃ q r : ℝ[X], p = nodePoly x * q + r ∧
        r.degree < (nodePoly x).degree :=
      ⟨p / nodePoly x, p % nodePoly x, (EuclideanDomain.div_add_mod p _).symm,
        EuclideanDomain.mod_lt p hw⟩
    have hq : q.degree < (n : WithBot ℕ) := by
      by_cases hq0 : q = 0
      · rw [hq0, degree_zero]
        exact WithBot.bot_lt_coe n
      · have h1 := natDegree_sub_le (nodePoly x * q + r) r
        rw [add_sub_cancel_right, natDegree_mul hw hq0, hnd] at h1
        have h2 := natDegree_le_natDegree hr.le
        rw [hnd] at h2
        refine (natDegree_lt_iff_degree_lt hq0).1 ?_
        omega
    rw [quad_nodePoly_mul_add, map_add, ho q hq, zero_add]
    exact quad_exact_of_degree_lt hx (hd ▸ hr)
  · -- the sum vanishes, the integral does not
    have h0 : quad x (nodePoly x ^ 2) = 0 := by
      have h := quad_nodePoly_mul_add x (nodePoly x) 0
      rw [add_zero, ← sq] at h
      rw [h]
      simp [quad]
    rw [h0]
    exact (angInt_sq_pos hw).ne
```

The same argument gives the error one degree higher: if $p$ has degree $2n$ and leading coefficient $\gamma$, subtracting $\gamma w_x^2$ leaves a polynomial of lower degree, so $I(p)-Q(p)=\gamma I(w_x^2)$.

Without orthogonality, exactness below $2n$ is lost. Indeed, if the rule is exact there and $\deg q<n$, then $I(w_xq)=Q(w_xq)=0$.

```lean
/-- Conversely, exactness below degree `2n` forces the nodal polynomial to be orthogonal to
all polynomials of degree below `n`. -/
theorem orthogonal_of_exact {n : ℕ} {x : Fin n → ℝ}
    (h : ∀ p : ℝ[X], p.natDegree < 2 * n → quad x p = angInt p) : OrthogonalNodes x := by
  intro q hq
  by_cases hq0 : q = 0
  · rw [hq0, mul_zero, map_zero]
  have hnd : (nodePoly x).natDegree = n := by simp [Lagrange.natDegree_nodal]
  have h1 := (natDegree_lt_iff_degree_lt hq0).2 hq
  have h2 := natDegree_mul_le (p := nodePoly x) (q := q)
  rw [← h _ (by omega)]
  have h3 := quad_nodePoly_mul_add x q 0
  rw [add_zero] at h3
  rw [h3]
  simp [quad]
```

The condition also fixes the nodes. If $x$ and $y$ both satisfy it, $d=w_x-w_y$ has degree below $n$, because both polynomials are monic. Then $I(d^2)=I(w_xd)-I(w_yd)=0$, so $d=0$ and the roots agree.

```lean
/-- Two sets of `n` nodes with the orthogonality property are the same set. -/
theorem nodes_unique {n : ℕ} {x y : Fin n → ℝ} (hx : OrthogonalNodes x)
    (hy : OrthogonalNodes y) : Set.range x = Set.range y := by
  have dx : (nodePoly x).degree = (n : WithBot ℕ) := by simp [Lagrange.degree_nodal]
  have dy : (nodePoly y).degree = (n : WithBot ℕ) := by simp [Lagrange.degree_nodal]
  have mx : (nodePoly x).Monic := Lagrange.nodal_monic
  have my : (nodePoly y).Monic := Lagrange.nodal_monic
  have hd : (nodePoly x - nodePoly y).degree < (n : WithBot ℕ) :=
    dx ▸ Polynomial.degree_sub_lt_left (dx.trans dy.symm) mx.ne_zero
      (mx.leadingCoeff.trans my.leadingCoeff.symm)
  -- the difference of the nodal polynomials is orthogonal to itself
  have heq : nodePoly x = nodePoly y := by
    by_contra hne
    have hpos := angInt_sq_pos (sub_ne_zero.2 hne)
    rw [sq, sub_mul, map_sub, hx _ hd, hy _ hd, sub_zero] at hpos
    exact lt_irrefl _ hpos
  have key : ∀ (z : Fin n → ℝ) (t : ℝ), t ∈ Set.range z ↔ (nodePoly z).eval t = 0 := by
    intro z t
    rw [Lagrange.eval_nodal, Finset.prod_eq_zero_iff]
    simp [sub_eq_zero, eq_comm]
  ext t
  rw [key, key, heq]
```

## An even order sum removes the square roots

A Gaunt integral is the integral of a product of three spherical harmonics over the unit sphere. Up to normalisation, its polar factor is the integral of three associated Legendre functions over $t=\cos\theta$. An associated Legendre function of degree $a$ and order $k\ge0$ has the form $(1-t^2)^{k/2}u(t)$ with $\deg u\le a-k$; `assocFun` keeps only this form.

```lean
/-- A function of associated Legendre form, `(1 - t²)^(m/2) u(t)` with `u` a polynomial. -/
def assocFun (m : ℕ) (u : ℝ[X]) (t : ℝ) : ℝ := √(1 - t ^ 2) ^ m * u.eval t
```

In the theorem below, `a b c` are the degrees, `k l m` the orders and `u v w` the polynomial factors, so `w` is not the nodal polynomial here. The hypothesis `hs`, $k+l+m=2s$, holds whenever the azimuthal integral of three spherical harmonics is nonzero, because then $\pm k\pm l\pm m=0$ for some choice of signs, and changing a sign does not change the parity of the sum. On $[-1,1]$ the product becomes $(1-t^2)^s\,u\,v\,w$, of degree at most

$$2s+(a-k)+(b-l)+(c-m)=a+b+c.$$

The proof makes this replacement under the integral and applies the quadrature theorem. With an odd order sum a square root survives: $\int_{-1}^1\sqrt{1-t^2}\,dt=\pi/2$, whereas the one-node rule gives 2.

```lean
/-- The polar integral of three functions of associated Legendre form, with degrees `a, b, c`
and orders summing to `2s`, is given exactly by `n` Gauss nodes if `a + b + c < 2n`. -/
theorem gaunt_integral_exact {n : ℕ} {x : Fin n → ℝ} (hx : Function.Injective x)
    (ho : OrthogonalNodes x) {a b c k l m s : ℕ} {u v w : ℝ[X]}
    (hu : u.natDegree + k ≤ a) (hv : v.natDegree + l ≤ b) (hw : w.natDegree + m ≤ c)
    (hs : k + l + m = 2 * s) (hn : a + b + c < 2 * n) :
    ∫ t in (-1 : ℝ)..1, assocFun k u t * assocFun l v t * assocFun m w t =
      ∑ i, weight x i * ((1 - x i ^ 2) ^ s *
        (u.eval (x i) * v.eval (x i) * w.eval (x i))) := by
  have hdeg : ((1 - X ^ 2 : ℝ[X]) ^ s * (u * v * w)).natDegree < 2 * n := by
    have h0 : (1 - X ^ 2 : ℝ[X]).natDegree ≤ 2 := by compute_degree
    have h1 := natDegree_pow_le (p := (1 - X ^ 2 : ℝ[X])) (n := s)
    have h2 := Nat.mul_le_mul_left s h0
    have h3 := natDegree_mul_le (p := (1 - X ^ 2 : ℝ[X]) ^ s) (q := u * v * w)
    have h4 := natDegree_mul_le (p := u * v) (q := w)
    have h5 := natDegree_mul_le (p := u) (q := v)
    omega
  have hq := (gauss_quadrature hx ho).1 _ hdeg
  -- on the interval the square roots combine to a polynomial
  have hI : ∫ t in (-1 : ℝ)..1, assocFun k u t * assocFun l v t * assocFun m w t =
      angInt ((1 - X ^ 2 : ℝ[X]) ^ s * (u * v * w)) := by
    refine intervalIntegral.integral_congr fun t ht => ?_
    rw [Set.uIcc_of_le (by norm_num)] at ht
    have ht2 : 0 ≤ 1 - t ^ 2 := by nlinarith [ht.1, ht.2]
    have hr : √(1 - t ^ 2) ^ (k + l + m) = (1 - t ^ 2) ^ s := by
      rw [hs, pow_mul, Real.sq_sqrt ht2]
    simp only [assocFun, eval_mul, eval_pow, eval_sub, eval_one, eval_X]
    rw [← hr, pow_add, pow_add]
    ring
  rw [hI, ← hq]
  simp only [quad, eval_mul, eval_pow, eval_sub, eval_one, eval_X]
```

Gaunt integrals enter the structure constants of multiple-scattering theory; this result covers their polar factor at finite angular momentum, in exact arithmetic, leaving normalisation and the azimuthal factor to be supplied separately. A code can take $n=\lfloor(a+b+c)/2\rfloor+1$ Gauss–Legendre nodes. For two degrees up to $L$ and a third up to $2L$, $n=2L+1$ serves every case, up to rounding.

## Two nodes that satisfy the hypotheses

For $x=(-\sqrt{1/3},\sqrt{1/3})$, $w_x=t^2-1/3$. Against $q=at+b$, the odd part integrates to zero and the even part gives $b(2/3-2/3)=0$. The proof uses an explicit antiderivative. This establishes existence for $n=2$; for general $n$ the theorems take orthogonal nodes as given, and the roots of the Legendre polynomial $P_n$ supply them.

```lean
/-- The two nodes `±√(1/3)` are distinct and have the orthogonality property. -/
theorem orthogonalNodes_witness :
    Function.Injective ![-√(1 / 3 : ℝ), √(1 / 3 : ℝ)] ∧
      OrthogonalNodes ![-√(1 / 3 : ℝ), √(1 / 3 : ℝ)] := by
  have hpos : 0 < √(1 / 3 : ℝ) := Real.sqrt_pos.2 (by norm_num)
  have hsq : √(1 / 3 : ℝ) ^ 2 = 1 / 3 := Real.sq_sqrt (by norm_num)
  constructor
  · intro i j h
    fin_cases i <;> fin_cases j
    · rfl
    · have h' : -√(1 / 3 : ℝ) = √(1 / 3 : ℝ) := h
      linarith
    · have h' : √(1 / 3 : ℝ) = -√(1 / 3 : ℝ) := h
      linarith
    · rfl
  · intro q hq
    by_cases hq0 : q = 0
    · rw [hq0, mul_zero, map_zero]
    have h1 := (natDegree_lt_iff_degree_lt hq0).2 hq
    obtain ⟨a, b, rfl⟩ := exists_eq_X_add_C_of_natDegree_le_one (Nat.le_of_lt_succ h1)
    have hev : ∀ t : ℝ, (nodePoly ![-√(1 / 3 : ℝ), √(1 / 3 : ℝ)] * (C a * X + C b)).eval t
        = (t ^ 2 - 1 / 3) * (a * t + b) := by
      intro t
      rw [eval_mul, Lagrange.eval_nodal, Fin.prod_univ_two]
      simp only [Matrix.cons_val_zero, Matrix.cons_val_one, eval_add, eval_mul, eval_C, eval_X]
      linear_combination (-(a * t + b)) * hsq
    -- an explicit antiderivative takes equal values at both ends
    have hF : ∀ t : ℝ, HasDerivAt
        (fun t : ℝ => a * (t ^ 4 / 4 - t ^ 2 / 6) + b * (t ^ 3 / 3 - t / 3))
        ((nodePoly ![-√(1 / 3 : ℝ), √(1 / 3 : ℝ)] * (C a * X + C b)).eval t) t := by
      intro t
      refine (((((hasDerivAt_pow 4 t).div_const 4).fun_sub
        ((hasDerivAt_pow 2 t).div_const 6)).const_mul a).fun_add
        ((((hasDerivAt_pow 3 t).div_const 3).fun_sub
        ((hasDerivAt_id' t).div_const 3)).const_mul b)).congr_deriv ?_
      rw [hev]
      simp only [Nat.cast_ofNat, Nat.reduceSub]
      ring
    change ∫ t in (-1 : ℝ)..1, _ = 0
    rw [intervalIntegral.integral_eq_sub_of_hasDerivAt (fun t _ => hF t)
      ((Polynomial.continuous _).intervalIntegrable _ _)]
    ring

end

end GauntQuadrature
```

```lean
#print axioms GauntQuadrature.orthogonal_of_exact
-- 'GauntQuadrature.orthogonal_of_exact' depends on axioms: [propext, Classical.choice, Quot.sound]
#print axioms GauntQuadrature.nodes_unique
-- 'GauntQuadrature.nodes_unique' depends on axioms: [propext, Classical.choice, Quot.sound]
#print axioms GauntQuadrature.gaunt_integral_exact
-- 'GauntQuadrature.gaunt_integral_exact' depends on axioms: [propext, Classical.choice, Quot.sound]
```
